# A Padé continued fraction with an even, nonzero number of points and positive coefficients has a positive 1/x tail

The theorem `pade_even` concerns the N-point Padé continued fraction C_N(x) = a_1/(1 + a_2(x − z_1)/(1 + a_3(x − z_2)/(1 + …))), which ends with the coefficient a_N. Here x is a complex frequency and N is even and nonzero. The coefficients a_1, …, a_N are assumed real and positive, while the points z_k may be any complex numbers. The theorem states that x C_N(x) tends to a positive real number as x goes to infinity in the complex plane, so that C_N falls off as a positive constant over x. Write D_1(x) for the whole denominator under a_1, so that C_N = a_1/D_1. The proof takes from `denom_asymptotics` that D_1(x)/x tends to some c > 0, and deduces that a_1 / (D_1(x)/x) tends to a_1/c. It then has to show that this quotient equals x C_N(x) for each x.

As first written in Lean, the proof fails:

```lean
import Mathlib

open Filter Topology Bornology

namespace PadeContinuationTail

noncomputable section

/-- The denominator `D_k(x)` of the continued fraction with `m` levels below it:
`D_k = 1 + a_(k+1) (x - z_k) / D_(k+1)`, ending in `1`. The formula is meant for those `x`
at which no lower denominator vanishes. -/
def denom (a : ℕ → ℝ) (z : ℕ → ℂ) : ℕ → ℕ → ℂ → ℂ
  | 0, _, _ => 1
  | m + 1, k, x => 1 + (a (k + 1) : ℂ) * (x - z k) / denom a z m (k + 1) x

/-- The `N`-point Padé continued fraction `C_N(x) = a_1 / D_1(x)`, with `C_0 = 0`.
The formula is meant for those `x` at which no denominator vanishes. -/
def pade (a : ℕ → ℝ) (z : ℕ → ℂ) : ℕ → ℂ → ℂ
  | 0, _ => 0
  | m + 1, x => (a 1 : ℂ) / denom a z m 1 x

/-- Far from the origin of the complex frequency plane the frequency is nonzero. -/
theorem eventually_ne_zero : ∀ᶠ x : ℂ in cobounded ℂ, x ≠ 0 := by
  filter_upwards [(tendsto_norm_cobounded_atTop (E := ℂ)).eventually_gt_atTop 0] with x hx
  exact norm_pos_iff.mp hx

/-- If a denominator tends to a nonzero constant `c` at large frequency, the next one up has a ratio
to `x` that tends to `a / c`. -/
theorem linear_of_constant {f : ℂ → ℂ} {a z c : ℂ} (hc : c ≠ 0)
    (hf : Tendsto f (cobounded ℂ) (𝓝 c)) :
    Tendsto (fun x => (1 + a * (x - z) / f x) / x) (cobounded ℂ) (𝓝 (a / c)) := by
  have hi : Tendsto (fun x : ℂ => x⁻¹) (cobounded ℂ) (𝓝 0) := tendsto_inv₀_cobounded
  have h : Tendsto (fun x => x⁻¹ + a * (1 - z * x⁻¹) / f x) (cobounded ℂ)
      (𝓝 (0 + a * (1 - z * 0) / c)) :=
    hi.add ((((hi.const_mul z).const_sub 1).const_mul a).div hf hc)
  have e : 0 + a * (1 - z * 0) / c = a / c := by ring
  rw [e] at h
  refine h.congr' ?_
  filter_upwards [eventually_ne_zero] with x hx
  have h1 : x * x⁻¹ = 1 := mul_inv_cancel₀ hx
  linear_combination (-(a / f x)) * h1

/-- If a denominator grows linearly with nonzero slope `c` at large frequency, the next one up
tends to the constant `1 + a / c`. -/
theorem constant_of_linear {f : ℂ → ℂ} {a z c : ℂ} (hc : c ≠ 0)
    (hf : Tendsto (fun x => f x / x) (cobounded ℂ) (𝓝 c)) :
    Tendsto (fun x => 1 + a * (x - z) / f x) (cobounded ℂ) (𝓝 (1 + a / c)) := by
  have hi : Tendsto (fun x : ℂ => x⁻¹) (cobounded ℂ) (𝓝 0) := tendsto_inv₀_cobounded
  have h : Tendsto (fun x => 1 + a * (1 - z * x⁻¹) / (f x / x)) (cobounded ℂ)
      (𝓝 (1 + a * (1 - z * 0) / c)) :=
    ((((hi.const_mul z).const_sub 1).const_mul a).div hf hc).const_add 1
  have e : 1 + a * (1 - z * 0) / c = 1 + a / c := by ring
  rw [e] at h
  refine h.congr' ?_
  filter_upwards [eventually_ne_zero] with x hx
  have h1 : x * x⁻¹ = 1 := mul_inv_cancel₀ hx
  simp only [div_div_eq_mul_div]
  linear_combination (-(a * z / f x)) * h1

/-- With positive coefficients, a denominator with an even number of levels below it tends to a
positive constant, and one with an odd number grows linearly with positive slope. -/
theorem denom_asymptotics (a : ℕ → ℝ) (z : ℕ → ℂ) (m : ℕ) :
    ∀ k : ℕ, (∀ j, k < j → j ≤ k + m → 0 < a j) →
      (Even m → ∃ c : ℝ, 0 < c ∧
        Tendsto (fun x => denom a z m k x) (cobounded ℂ) (𝓝 (c : ℂ))) ∧
      (Odd m → ∃ c : ℝ, 0 < c ∧
        Tendsto (fun x => denom a z m k x / x) (cobounded ℂ) (𝓝 (c : ℂ))) := by
  induction m with
  | zero =>
    intro k _
    exact ⟨fun _ => ⟨1, one_pos, by simp [denom]⟩, fun h => by simp at h⟩
  | succ m ih =>
    intro k ha
    obtain ⟨he, ho⟩ := ih (k + 1) (fun j h1 h2 => ha j (by omega) (by omega))
    have hk : 0 < a (k + 1) := ha _ (by omega) (by omega)
    constructor
    · intro hm
      obtain ⟨c, hc, h⟩ := ho (Nat.not_even_iff_odd.mp (Nat.even_add_one.mp hm))
      have hc' : (c : ℂ) ≠ 0 := by exact_mod_cast hc.ne'
      refine ⟨1 + a (k + 1) / c, by positivity, ?_⟩
      push_cast
      exact constant_of_linear hc' h
    · intro hm
      obtain ⟨c, hc, h⟩ := he (by obtain ⟨r, hr⟩ := hm; exact ⟨r, by omega⟩)
      have hc' : (c : ℂ) ≠ 0 := by exact_mod_cast hc.ne'
      refine ⟨a (k + 1) / c, by positivity, ?_⟩
      push_cast
      exact linear_of_constant hc' h

/-- For an even, nonzero number of points and positive coefficients, `x C_N(x)` tends to a
positive real number as `x` goes to infinity in the complex plane. -/
theorem pade_even (a : ℕ → ℝ) (z : ℕ → ℂ) {N : ℕ} (hN : N ≠ 0) (hE : Even N)
    (ha : ∀ j, 1 ≤ j → j ≤ N → 0 < a j) :
    ∃ w : ℝ, 0 < w ∧ Tendsto (fun x => x * pade a z N x) (cobounded ℂ) (𝓝 (w : ℂ)) := by
  obtain ⟨m, rfl⟩ : ∃ m, N = m + 1 := ⟨N - 1, by omega⟩
  obtain ⟨c, hc, h⟩ := (denom_asymptotics a z m 1
    (fun j h1 h2 => ha j (by omega) (by omega))).2
    (Nat.not_even_iff_odd.mp (Nat.even_add_one.mp hE))
  have hc' : (c : ℂ) ≠ 0 := by exact_mod_cast hc.ne'
  have h1 : 0 < a 1 := ha 1 le_rfl (by omega)
  refine ⟨a 1 / c, by positivity, ?_⟩
  push_cast
  refine ((tendsto_const_nhds (x := (a 1 : ℂ))).div h hc').congr fun x => ?_
  change (a 1 : ℂ) / (denom a z m 1 x / x) = x * ((a 1 : ℂ) / denom a z m 1 x)
  ring

end

end PadeContinuationTail
```

The compiler's answer:

```
Try this:
  [apply] ring_nf
  
  The `ring` tactic failed to close the goal. Use `ring_nf` to obtain a normal form.
    
  Note that `ring` works primarily in *commutative* rings. If you have a noncommutative ring, abelian group or module, consider using `noncomm_ring`, `abel` or `module` instead.
Main.lean:94:86: error: unsolved goals
a : ℕ → ℝ
z : ℕ → ℂ
m : ℕ
hN : m + 1 ≠ 0
hE : Even (m + 1)
ha : ∀ (j : ℕ), 1 ≤ j → j ≤ m + 1 → 0 < a j
c : ℝ
hc : 0 < c
h : Tendsto (fun x => denom a z m 1 x / x) (cobounded ℂ) (𝓝 ↑c)
hc' : ↑c ≠ 0
h1 : 0 < a 1
x : ℂ
⊢ ↑(a 1) * (denom a z m 1 x)⁻¹ * x⁻¹⁻¹ = ↑(a 1) * x * (denom a z m 1 x)⁻¹
```

The limit itself is not in question: the error is in the last step, the pointwise identity a_1 / (D_1(x)/x) = x (a_1 / D_1(x)), which `ring` was asked to prove.

The identity is true, even where x or D_1(x) is zero, since Lean sets division by zero to zero. But `ring` turns division into multiplication by an inverse, and the nested quotient on the left gives the double inverse `x⁻¹⁻¹`. The goal left in the message shows that `ring` did not reduce this to `x`. The two sides otherwise have the same factors, so they failed to match only for that reason. The advice to try `ring_nf` does not help, as the goal displayed is already a normal form with the double inverse in it.

The added line, `rw [div_div_eq_mul_div]`, uses the rule a / (b / c) = a * c / b to turn the left side into a_1 x / D_1(x) before `ring` runs. No inverse of `x` is then left, and `ring` has only to reorder the factors.

Fix (accepted with no message):

```diff
@@ -103,4 +103,5 @@
   refine ((tendsto_const_nhds (x := (a 1 : ℂ))).div h hc').congr fun x => ?_
   change (a 1 : ℂ) / (denom a z m 1 x / x) = x * ((a 1 : ℂ) / denom a z m 1 x)
+  rw [div_div_eq_mul_div]
   ring
 
```
